# Interband matrix elements of the k-derivative with a k-dependent overlap matrix

Suppose the interband element $\langle v,Su'\rangle$ of two coefficient vectors is computed from the derivative of the Hamiltonian alone, in a basis whose overlap matrix $S$ changes with $k$. The result can be zero when $\langle v,Su'\rangle$ is not. In the two-orbital example at the end, the Hamiltonian is constant and the band is flat, yet the element is $-1$. All of it comes from the derivative of the overlap.

The setting is the generalized eigenvalue problem $H(k)u(k)=e(k)S(k)u(k)$, with finite complex matrices and one real parameter $k$. A prime denotes the derivative at $k_0$, and unprimed quantities are taken there. Let $v$ be a second eigenvector at $k_0$, with real energy $\varepsilon$ and $\langle v,Su\rangle=0$. If $H$ and $S$ are Hermitian at $k_0$, then

$$(e-\varepsilon)\langle v,Su'\rangle=\langle v,(H'-eS')u\rangle .$$

```lean
import Mathlib

open Matrix Filter Topology

namespace LongitudinalOpticalElement

noncomputable section
```

## Bands, derivatives and matrix elements

A matrix is differentiated entry by entry.

```lean
/-- The matrix `A(k)` has the entrywise derivative `A'` at `k₀`. -/
def HasEntryDeriv {n : Type*} (A : ℝ → Matrix n n ℂ) (A' : Matrix n n ℂ) (k₀ : ℝ) : Prop :=
  ∀ i j, HasDerivAt (fun k => A k i j) (A' i j) k₀
```

The matrix element is $\langle v,Au\rangle=v^\dagger Au$, conjugate-linear in the first vector. In Lean, states are functions `n → ℂ` on a finite index set of basis functions.

```lean
variable {n : Type*} [Fintype n]

/-- The matrix element `⟨v, A u⟩`. -/
def melem (v : n → ℂ) (A : Matrix n n ℂ) (u : n → ℂ) : ℂ := star v ⬝ᵥ (A *ᵥ u)
```

A differentiable band consists of $u(k)$ and a real $e(k)$ that satisfy the eigenvalue equation in a neighbourhood of $k_0$, which is what `∀ᶠ k in 𝓝 k₀` says. That such a differentiable choice exists is assumed. Neither normalisation of $u$ nor positivity of $S$ is required.

```lean
/-- A differentiable band of the generalized eigenvalue problem: `H u = e S u` near `k₀`, with
real energy `e(k)`, and `H'`, `S'`, `u'`, `e'` are the derivatives at `k₀`. -/
structure IsDiffBand (H S : ℝ → Matrix n n ℂ) (H' S' : Matrix n n ℂ)
    (u : ℝ → n → ℂ) (u' : n → ℂ) (e : ℝ → ℝ) (e' k₀ : ℝ) : Prop where
  derivH : HasEntryDeriv H H' k₀
  derivS : HasEntryDeriv S S' k₀
  derivU : ∀ i, HasDerivAt (fun k => u k i) (u' i) k₀
  derivE : HasDerivAt e e' k₀
  eigen : ∀ᶠ k in 𝓝 k₀, H k *ᵥ u k = (e k : ℂ) • (S k *ᵥ u k)
```

## Differentiating the eigenvalue equation

Component $i$ of $Su$ is $\sum_j S_{ij}u_j$. The product rule on each term gives

$$(Su)'=S'u+Su'.$$

The proof differentiates this finite sum and then splits it into the two matrix-vector products.

```lean
variable {H S : ℝ → Matrix n n ℂ} {H' S' : Matrix n n ℂ} {u : ℝ → n → ℂ} {u' : n → ℂ}
  {e : ℝ → ℝ} {e' k₀ : ℝ}

/-- Product rule for a differentiable matrix acting on a differentiable vector:
`(S u)' = S' u + S u'`, component by component. -/
theorem hasDerivAt_mulVec (hS : HasEntryDeriv S S' k₀)
    (hu : ∀ i, HasDerivAt (fun k => u k i) (u' i) k₀) (i : n) :
    HasDerivAt (fun k => (S k *ᵥ u k) i) ((S' *ᵥ u k₀ + S k₀ *ᵥ u') i) k₀ := by
  have h := HasDerivAt.fun_sum (u := (Finset.univ : Finset n))
    (fun j _ => (hS i j).fun_mul (hu j))
  simpa only [Matrix.mulVec, dotProduct, Pi.add_apply, Finset.sum_add_distrib] using h
```

Applying the rule to both sides of $Hu=eSu$ gives

$$H'u+Hu'=e'Su+e\,(S'u+Su').$$

The two sides of the eigenvalue equation are the same function near $k_0$, so uniqueness of the derivative equates the two results. Equality at $k_0$ alone would not be enough.

```lean
/-- The derivative of the generalized eigenvalue equation along a differentiable band:
`H' u + H u' = e' S u + e (S' u + S u')`. -/
theorem differentiated_eigen (hb : IsDiffBand H S H' S' u u' e e' k₀) :
    H' *ᵥ u k₀ + H k₀ *ᵥ u' =
      (e' : ℂ) • (S k₀ *ᵥ u k₀) + (e k₀ : ℂ) • (S' *ᵥ u k₀ + S k₀ *ᵥ u') := by
  ext i
  have h1 := hasDerivAt_mulVec hb.derivH hb.derivU i
  have h2 := hb.derivE.ofReal_comp.fun_mul (hasDerivAt_mulVec hb.derivS hb.derivU i)
  have h3 : (fun k => (H k *ᵥ u k) i) =ᶠ[𝓝 k₀] fun k => (e k : ℂ) * (S k *ᵥ u k) i := by
    filter_upwards [hb.eigen] with k hk
    simp only [hk, Pi.smul_apply, smul_eq_mul]
  -- both sides are the same function near `k₀`, so their derivatives agree
  have h4 := h1.unique (h2.congr_of_eventuallyEq h3)
  simp only [Pi.add_apply, Pi.smul_apply, smul_eq_mul] at h4 ⊢
  linear_combination h4
```

## Letting the Hamiltonian act to the left

The unknown $u'$ appears in both $Hu'$ and $Su'$. For any vector $x$, Hermiticity and the reality of $\varepsilon$ turn the first into the second:

$$\langle v,Hx\rangle=\langle Hv,x\rangle=\varepsilon\langle Sv,x\rangle=\varepsilon\langle v,Sx\rangle .$$

In the proof, `key` moves a Hermitian matrix onto the left vector, and `Complex.conj_ofReal` removes the conjugation from $\varepsilon$.

```lean
/-- For Hermitian `A` and `B` and an eigenvector `A v = ε B v` with real `ε`, the matrix `A` can
act to the left: `⟨v, A x⟩ = ε ⟨v, B x⟩` for every `x`. -/
theorem left_eigen {A B : Matrix n n ℂ} (hA : A.IsHermitian) (hB : B.IsHermitian)
    {v : n → ℂ} {ε : ℝ} (hv : A *ᵥ v = (ε : ℂ) • (B *ᵥ v)) (x : n → ℂ) :
    melem v A x = ε * melem v B x := by
  have key : ∀ C : Matrix n n ℂ, C.IsHermitian → melem v C x = star (C *ᵥ v) ⬝ᵥ x := by
    intro C hC
    rw [melem, Matrix.star_mulVec, hC.eq, Matrix.dotProduct_mulVec]
  rw [key A hA, key B hB, hv, star_smul, smul_dotProduct, smul_eq_mul, Complex.star_def,
    Complex.conj_ofReal]
```

## The interband element

Projecting the differentiated equation on $v$ gives

$$\langle v,H'u\rangle+\varepsilon\langle v,Su'\rangle
=e'\langle v,Su\rangle+e\langle v,S'u\rangle+e\langle v,Su'\rangle .$$

Orthogonality removes the $e'$ term, and collecting the terms in $u'$ gives the stated identity. The final `linear_combination` does this algebra with the projected equation `h`, the left action `hl` and the orthogonality `horth`.

The state $v$ is needed only at $k_0$, so it need not belong to a differentiable band. The identity also holds for $e=\varepsilon$, where it says that the right-hand side vanishes.

```lean
/-- Interband element: for `H` and `S` Hermitian at `k₀`, a differentiable band `u` and an
eigenvector `v` at `k₀` with real energy `ε` and `⟨v, S u⟩ = 0`,
`(e - ε) ⟨v, S u'⟩ = ⟨v, (H' - e S') u⟩`. -/
theorem interband_element (hb : IsDiffBand H S H' S' u u' e e' k₀)
    (hH : (H k₀).IsHermitian) (hS : (S k₀).IsHermitian) {v : n → ℂ} {ε : ℝ}
    (hv : H k₀ *ᵥ v = (ε : ℂ) • (S k₀ *ᵥ v)) (horth : melem v (S k₀) (u k₀) = 0) :
    ((e k₀ : ℂ) - ε) * melem v (S k₀) u' = melem v (H' - (e k₀ : ℂ) • S') (u k₀) := by
  -- project the differentiated equation on `v`
  have h := congrArg (fun w => star v ⬝ᵥ w) (differentiated_eigen hb)
  have hl := left_eigen hH hS hv u'
  simp only [dotProduct_add, dotProduct_smul, smul_eq_mul] at h
  simp only [melem, Matrix.sub_mulVec, Matrix.smul_mulVec, dotProduct_sub, dotProduct_smul,
    smul_eq_mul] at hl horth ⊢
  linear_combination hl - h - (e' : ℂ) * horth
```

When the energies differ, orthogonality follows from the other hypotheses. Evaluating $\langle v,Hu\rangle$ in both directions gives $e\langle v,Su\rangle=\varepsilon\langle v,Su\rangle$, hence $\langle v,Su\rangle=0$. Division by $e-\varepsilon$ then yields

$$\langle v,Su'\rangle=\frac{\langle v,(H'-eS')u\rangle}{e-\varepsilon}.$$

```lean
/-- Let `H` and `S` be Hermitian at `k₀`, `u` a differentiable band with energy `e`, and `v` an
eigenvector at `k₀` with real energy `ε`. If `e` and `ε` differ at `k₀`, then
`⟨v, S u'⟩ = ⟨v, (H' - e S') u⟩ / (e - ε)`. -/
theorem interband_quotient (hb : IsDiffBand H S H' S' u u' e e' k₀)
    (hH : (H k₀).IsHermitian) (hS : (S k₀).IsHermitian) {v : n → ℂ} {ε : ℝ}
    (hv : H k₀ *ᵥ v = (ε : ℂ) • (S k₀ *ᵥ v)) (hne : e k₀ ≠ ε) :
    melem v (S k₀) u' = melem v (H' - (e k₀ : ℂ) • S') (u k₀) / ((e k₀ : ℂ) - ε) := by
  have hc : (e k₀ : ℂ) - ε ≠ 0 := sub_ne_zero.2 (by exact_mod_cast hne)
  -- different energies force orthogonality in the metric `S`
  have horth : melem v (S k₀) (u k₀) = 0 := by
    have h1 := left_eigen hH hS hv (u k₀)
    have h2 : melem v (H k₀) (u k₀) = (e k₀ : ℂ) * melem v (S k₀) (u k₀) := by
      rw [melem, hb.eigen.self_of_nhds, dotProduct_smul, smul_eq_mul, melem]
    refine (mul_eq_zero.1 ?_).resolve_left hc
    linear_combination h1 - h2
  rw [eq_div_iff hc, mul_comm]
  exact interband_element hb hH hS hv horth
```

In an independent-particle optical calculation, a code can build $H'$ and $S'$ analytically, sandwich $H'-eS'$ between the eigenvectors and divide by the energy difference. The energy multiplying $S'$ is that of the differentiated band $u$, so the operator changes from one such band to the next. No eigenvectors at neighbouring $k$-points have to be subtracted, which avoids matching their arbitrary phases.

In the projector augmented-wave (PAW) method, the pseudo-states $u$ are mapped to all-electron states $T(k)u$, with $S=T^\dagger T$. The all-electron element is therefore

$$\langle Tv,(Tu)'\rangle=\langle v,Su'\rangle+\langle v,T^\dagger T'u\rangle .$$

The quotient supplies the first term; the second, from the augmentation, has to be added.

## Expanding the derivative in the other states

Let the other eigenvectors at $k_0$ be $v_m$, with energies $\varepsilon_m\neq e$, and suppose that every vector $x$ satisfies

$$x=\langle u,Sx\rangle u+\sum_m\langle v_m,Sx\rangle v_m .$$

An eigenbasis orthonormal in the metric $S$ has this property; the theorem takes it as the hypothesis `hcomp`. Setting $x=u'$ and inserting the quotient gives

$$u'=\langle u,Su'\rangle u+\sum_m\frac{\langle v_m,(H'-eS')u\rangle}{e-\varepsilon_m}\,v_m .$$

The component along $u$ stays undetermined, since it depends on how the phase and norm of $u(k)$ are chosen.

```lean
/-- Sum over states: let `H` and `S` be Hermitian at `k₀`, and let a differentiable band `u` with
energy `e` and eigenvectors `v m` at `k₀`, with real energies `ε m` different from `e`, resolve the
identity in the metric `S`. Then `u'` is its component along `u` plus the sum of `v m` weighted by
`⟨v m, (H' - e S') u⟩ / (e - ε m)`. -/
theorem sum_over_states {ι : Type*} [Fintype ι] (hb : IsDiffBand H S H' S' u u' e e' k₀)
    (hH : (H k₀).IsHermitian) (hS : (S k₀).IsHermitian) {v : ι → n → ℂ} {ε : ι → ℝ}
    (hv : ∀ m, H k₀ *ᵥ v m = (ε m : ℂ) • (S k₀ *ᵥ v m)) (hne : ∀ m, e k₀ ≠ ε m)
    (hcomp : ∀ x : n → ℂ,
      x = melem (u k₀) (S k₀) x • u k₀ + ∑ m, melem (v m) (S k₀) x • v m) :
    u' = melem (u k₀) (S k₀) u' • u k₀ +
      ∑ m, (melem (v m) (H' - (e k₀ : ℂ) • S') (u k₀) / ((e k₀ : ℂ) - ε m)) • v m := by
  have h := fun m => interband_quotient hb hH hS (hv m) (hne m)
  simp only [← h]
  exact hcomp u'
```

## The overlap derivative and anti-Hermiticity

Now let $v(k)$ be differentiable too, and let $\langle v,Su\rangle=0$ hold near $k_0$. Differentiation gives

$$\langle v,Su'\rangle+\langle v',Su\rangle=-\langle v,S'u\rangle .$$

For Hermitian $S$, the second term is the complex conjugate of $\langle u,Sv'\rangle$. The left side then measures how far the interband connection is from being anti-Hermitian, and it vanishes for a constant overlap. The theorem itself uses neither an eigenvalue equation nor Hermiticity. Its proof differentiates the matrix element and compares the result with the derivative of zero.

```lean
/-- If two differentiable vectors stay orthogonal in the differentiable metric `S(k)` near `k₀`,
then `⟨v, S u'⟩ + ⟨v', S u⟩ = -⟨v, S' u⟩` at `k₀`. -/
theorem connection_defect {v : ℝ → n → ℂ} {v' : n → ℂ} (hS : HasEntryDeriv S S' k₀)
    (hu : ∀ i, HasDerivAt (fun k => u k i) (u' i) k₀)
    (hv : ∀ i, HasDerivAt (fun k => v k i) (v' i) k₀)
    (horth : ∀ᶠ k in 𝓝 k₀, melem (v k) (S k) (u k) = 0) :
    melem (v k₀) (S k₀) u' + melem v' (S k₀) (u k₀) = -melem (v k₀) S' (u k₀) := by
  have h : HasDerivAt (fun k => melem (v k) (S k) (u k))
      (∑ i, (star (v' i) * (S k₀ *ᵥ u k₀) i +
        star (v k₀ i) * (S' *ᵥ u k₀ + S k₀ *ᵥ u') i)) k₀ :=
    HasDerivAt.fun_sum fun i _ => (hv i).star.fun_mul (hasDerivAt_mulVec hS hu i)
  have h0 := h.unique ((hasDerivAt_const k₀ (0 : ℂ)).congr_of_eventuallyEq horth)
  simp only [Pi.add_apply, mul_add, Finset.sum_add_distrib] at h0
  simp only [melem, dotProduct, Pi.star_apply]
  linear_combination h0
```

## A flat band with a nonzero element

Take two orbitals with a constant Hamiltonian matrix, whose diagonal entries 1 and 0 are the on-site energies at $k=0$, where the orbitals are normalised,

$$H=\begin{pmatrix}1&0\\0&0\end{pmatrix},$$

```lean
/-- A constant two-orbital Hamiltonian with on-site energies 1 and 0. -/
def modelH (_ : ℝ) : Matrix (Fin 2) (Fin 2) ℂ := !![1, 0; 0, 0]
```

and an overlap that varies with $k$,

$$S(k)=\begin{pmatrix}1+k^2&k\\k&1\end{pmatrix}.$$

```lean
/-- A `k`-dependent overlap matrix of two orbitals, with off-diagonal overlap `k`. -/
def modelS (k : ℝ) : Matrix (Fin 2) (Fin 2) ℂ := !![1 + (k : ℂ) ^ 2, (k : ℂ); (k : ℂ), 1]
```

For $u(k)=(1,-k)$, both $Hu$ and $Su$ equal $(1,0)$, so $e=1$ for every $k$. The vector $v=(0,1)$ has $Hv=0$, so $\varepsilon=0$. At $k=0$ the overlap is the identity, $u=(1,0)$ is orthogonal to $v$, and $u'=(0,-1)$. Hence $\langle v,Su'\rangle=-1$.

The general formula gives the same value: $H'=0$, while $-\langle v,S'u\rangle=-1$ and $e-\varepsilon=1$. Without the overlap term it would give zero. The value $-1$ belongs to the coefficient vectors; the change of the basis functions themselves contributes separately, as in the PAW formula above. For $T(k)=\begin{pmatrix}1&0\\k&1\end{pmatrix}$, which satisfies $T^\dagger T=S$, that contribution is $+1$ and the sum is zero.

The theorem checks the hypotheses of the interband identity for this model, together with the directly computed value of the element.

```lean
/-- In the two-orbital model `H' = 0` and the band `u = (1, -k)` has constant energy 1, yet its
interband element with the zero-energy state `v = (0, 1)` at `k = 0` is `⟨v, S u'⟩ = -1`. -/
theorem interband_element_witness :
    IsDiffBand modelH modelS 0 !![0, 1; 1, 0] (fun k => ![1, -(k : ℂ)]) ![0, -1]
      (fun _ => 1) 0 0 ∧
    (∀ k, (modelH k).IsHermitian ∧ (modelS k).IsHermitian) ∧
    modelH 0 *ᵥ ![0, 1] = ((0 : ℝ) : ℂ) • (modelS 0 *ᵥ ![0, 1]) ∧
    melem ![0, 1] (modelS 0) ![1, -((0 : ℝ) : ℂ)] = 0 ∧
    melem ![0, 1] (modelS 0) ![0, -1] = -1 := by
  have hk : HasDerivAt (fun k : ℝ => (k : ℂ)) 1 0 := by
    simpa using (hasDerivAt_id' (0 : ℝ)).ofReal_comp
  have hsq : HasDerivAt (fun k : ℝ => 1 + (k : ℂ) ^ 2) 0 0 :=
    ((hk.fun_pow 2).const_add 1).congr_deriv (by simp)
  refine ⟨⟨?_, ?_, ?_, hasDerivAt_const _ _, ?_⟩, ?_, ?_, ?_, ?_⟩
  · intro i j
    exact hasDerivAt_const _ _
  · intro i j
    fin_cases i <;> fin_cases j
    · exact hsq
    · exact hk
    · exact hk
    · exact hasDerivAt_const _ _
  · intro i
    fin_cases i
    · exact hasDerivAt_const _ _
    · exact hk.fun_neg
  · -- the eigenvalue equation holds for every `k`
    refine Eventually.of_forall fun k => ?_
    ext i
    fin_cases i <;> simp [modelH, modelS, Matrix.mulVec, dotProduct, Fin.sum_univ_succ]
    ring
  · intro k
    constructor <;> refine Matrix.IsHermitian.ext fun i j => ?_ <;>
      fin_cases i <;> fin_cases j <;> simp [modelH, modelS]
  · ext i
    fin_cases i <;> simp [modelH, Matrix.mulVec, dotProduct, Fin.sum_univ_succ]
  · simp [melem, modelS, Matrix.mulVec, dotProduct, Fin.sum_univ_succ]
  · simp [melem, modelS, Matrix.mulVec, dotProduct, Fin.sum_univ_succ]

end

end LongitudinalOpticalElement
```

```lean
#print axioms LongitudinalOpticalElement.interband_element
#print axioms LongitudinalOpticalElement.sum_over_states
#print axioms LongitudinalOpticalElement.connection_defect
```

```
'LongitudinalOpticalElement.interband_element' depends on axioms: [propext, Classical.choice, Quot.sound]
'LongitudinalOpticalElement.sum_over_states' depends on axioms: [propext, Classical.choice, Quot.sound]
'LongitudinalOpticalElement.connection_defect' depends on axioms: [propext, Classical.choice, Quot.sound]
```
